# Squared outcome probabilities over m mutually unbiased bases sum to at most tr ρ² + (m − 1)/d

How sharply can the outcomes of a d-level system be predicted in m mutually unbiased bases at once? The bound below holds for every density matrix ρ. Its proof uses only that ρ is a d × d Hermitian matrix of unit trace, not that it is positive. Orthonormal bases are mutually unbiased when vectors from different bases have squared overlap 1/d: for a density matrix, certainty in one basis then means uniform randomness in the others. With p_bi the probability of outcome i in basis b (or, if ρ is not positive, the number given by the same Born formula), the result is

Σ_b Σ_i p_bi² ≤ tr ρ² + (m − 1)/d.

For finite-dimensional systems and ideal projective measurements, this gives a lower bound on the purity tr ρ² from the outcome probabilities, even when these do not determine ρ.

## Bases, probabilities and a reconstructed matrix

```lean
import Mathlib

open Matrix

namespace MutuallyUnbiasedPurity

noncomputable section

variable {n β : Type*} [Fintype n] [DecidableEq n]
```

The type `n` labels the d vector components and also the d outcomes of each basis; `β` labels the bases. The numbers d and m appear later as `Fintype.card n` and `Fintype.card β`.

```lean
/-- A family of orthonormal bases `e b` of `ℂ^d` is mutually unbiased if vectors from different
bases have squared overlap modulus `1/d`. -/
structure IsMUB (e : β → n → n → ℂ) : Prop where
  orthonormal : ∀ b i j, star (e b i) ⬝ᵥ e b j = if i = j then 1 else 0
  unbiased : ∀ b c i j, b ≠ c →
    ‖star (e b i) ⬝ᵥ e c j‖ ^ 2 = 1 / (Fintype.card n : ℝ)
```

`e b i` is vector i of basis b. The product `⬝ᵥ` does not conjugate, so `star v ⬝ᵥ w` is the bracket ⟨v|w⟩. A hypothesis `he : IsMUB e` supplies both properties: orthonormality within each basis, and squared overlap 1/d between different ones.

```lean
/-- The operator `|v⟩⟨v|`. -/
def proj (v : n → ℂ) : Matrix n n ℂ := vecMulVec v (star v)
```

This is |v⟩⟨v|, a projector when v has unit length. Write P_bi for the projector on `e b i`.

```lean
/-- The Born probability `⟨v, ρ v⟩` (its real part) of the outcome `v` in the state `ρ`. -/
def prob (ρ : Matrix n n ℂ) (v : n → ℂ) : ℝ := (star v ⬝ᵥ ρ *ᵥ v).re
```

This is the Born rule, p_bi = ⟨e_bi|ρ|e_bi⟩. Taking the real part loses nothing for Hermitian ρ.

```lean
/-- The real part of `tr (A B)`, as a real bilinear form on matrices. -/
def hs : Matrix n n ℂ →ₗ[ℝ] Matrix n n ℂ →ₗ[ℝ] ℝ :=
  LinearMap.mk₂ ℝ (fun A B => (A * B).trace.re)
    (by intros; simp [Matrix.add_mul]) (by intros; simp)
    (by intros; simp [Matrix.mul_add]) (by intros; simp)
```

`hs` is (A, B) = Re tr(AB). The usual Hilbert–Schmidt product has A† in place of A; the two agree on the Hermitian matrices used here. `LinearMap.mk₂` records linearity in both arguments, so that sums can later be expanded automatically.

```lean
/-- The deviation of an outcome probability from the uniform value `1/d`, for `d ≥ 1`. -/
def excess (e : β → n → n → ℂ) (ρ : Matrix n n ℂ) (b : β) (i : n) : ℝ :=
  prob ρ (e b i) - 1 / (Fintype.card n : ℝ)
```

Write q_bi = p_bi − 1/d for this deviation, which may be negative despite the name `excess`.

```lean
/-- The linear-inversion estimate `1/d + ∑ (p - 1/d) |v⟩⟨v|` of a state from its outcome
probabilities in all the bases, for `d ≥ 1`. -/
def linearInversion [Fintype β] (e : β → n → n → ℂ) (ρ : Matrix n n ℂ) : Matrix n n ℂ :=
  (1 / (Fintype.card n : ℝ)) • (1 : Matrix n n ℂ) +
    ∑ b, ∑ i, excess e ρ b i • proj (e b i)
```

The linear-inversion estimate is

L = 1/d + S, with S = Σ_b Σ_i q_bi P_bi.

Here the term 1/d stands for the identity matrix divided by d. The estimate uses only the outcome probabilities, and it need not be a positive matrix.

## Traces and completeness

```lean
/-- The Born probability is the trace of the state against `|v⟩⟨v|`. -/
theorem hs_proj (ρ : Matrix n n ℂ) (v : n → ℂ) : hs ρ (proj v) = prob ρ v := by
  change (ρ * vecMulVec v (star v)).trace.re = (star v ⬝ᵥ ρ *ᵥ v).re
  rw [Matrix.mul_vecMulVec, Matrix.trace_vecMulVec, dotProduct_comm]
```

By cyclicity of the trace, tr(ρ|v⟩⟨v|) = ⟨v|ρ|v⟩.

```lean
/-- The trace of `|v⟩⟨v|` times `|w⟩⟨w|` is the squared overlap modulus of `v` and `w`. -/
theorem hs_proj_proj (v w : n → ℂ) : hs (proj v) (proj w) = ‖star v ⬝ᵥ w‖ ^ 2 := by
  have h1 : proj v *ᵥ w = (star v ⬝ᵥ w) • v := by
    ext i
    simp only [proj, mulVec, dotProduct, vecMulVec_apply, Pi.smul_apply, smul_eq_mul,
      Finset.sum_mul]
    exact Finset.sum_congr rfl fun _ _ => by ring
  have h2 : star w ⬝ᵥ v = star (star v ⬝ᵥ w) := by
    simp [dotProduct, mul_comm]
  rw [hs_proj, prob, h1, dotProduct_smul, h2, smul_eq_mul]
  generalize star v ⬝ᵥ w = z
  rw [← Complex.normSq_eq_norm_sq, Complex.normSq_apply]
  simp only [Complex.mul_re, Complex.star_def, Complex.conj_re, Complex.conj_im]
  ring
```

Put |v⟩⟨v| in place of ρ:

⟨w|v⟩⟨v|w⟩ = |⟨v|w⟩|².

In the proof, `h1` applies the first projector to w, and `h2` conjugates the bracket.

```lean
/-- The projectors of each basis in a mutually unbiased family sum to the identity. -/
theorem sum_proj {e : β → n → n → ℂ} (he : IsMUB e) (b : β) : ∑ i, proj (e b i) = 1 := by
  let U : Matrix n n ℂ := Matrix.of fun x i => e b i x
  have h : Uᴴ * U = 1 := by
    ext i j
    rw [Matrix.one_apply]
    exact he.orthonormal b i j
  have h' : U * Uᴴ = 1 := mul_eq_one_comm.mp h
  ext x y
  rw [← h', Matrix.sum_apply, Matrix.mul_apply]
  rfl
```

Take the vectors of basis b as the columns of U. Orthonormality says U†U = 1. For square matrices this implies UU† = 1, which is Σ_i P_bi = 1. The lemma `mul_eq_one_comm` supplies that implication.

```lean
variable [Nonempty n] {e : β → n → n → ℂ} {ρ : Matrix n n ℂ}

/-- For a matrix of unit trace, the deviations from the uniform distribution sum to zero in each
basis of a mutually unbiased family. -/
theorem sum_excess (he : IsMUB e) (htr : ρ.trace = 1) (b : β) :
    ∑ i, excess e ρ b i = 0 := by
  have hd : (Fintype.card n : ℝ) ≠ 0 := Nat.cast_ne_zero.mpr Fintype.card_ne_zero
  have h : ∑ i, prob ρ (e b i) = 1 := by
    calc ∑ i, prob ρ (e b i) = hs ρ (∑ i, proj (e b i)) := by simp only [map_sum, hs_proj]
      _ = 1 := by
        rw [sum_proj he]
        change (ρ * 1).trace.re = 1
        rw [mul_one, htr, Complex.one_re]
  simp only [excess, Finset.sum_sub_distrib, h, Finset.sum_const, Finset.card_univ,
    nsmul_eq_mul]
  rw [mul_one_div_cancel hd, sub_self]
```

`Nonempty n` means d ≥ 1. Completeness gives Σ_i p_bi = tr ρ = 1, hence

Σ_i q_bi = 1 − d · (1/d) = 0.

```lean
/-- For a matrix of unit trace, the sum of squared probabilities in one basis of a mutually
unbiased family is `1/d` plus the sum of squared deviations from uniformity. -/
theorem sum_prob_sq (he : IsMUB e) (htr : ρ.trace = 1) (b : β) :
    ∑ i, prob ρ (e b i) ^ 2 = ∑ i, excess e ρ b i ^ 2 + 1 / (Fintype.card n : ℝ) := by
  have hd : (Fintype.card n : ℝ) ≠ 0 := Nat.cast_ne_zero.mpr Fintype.card_ne_zero
  have h : ∀ i, prob ρ (e b i) ^ 2 = excess e ρ b i ^ 2 +
      2 / (Fintype.card n : ℝ) * excess e ρ b i + (1 / (Fintype.card n : ℝ)) ^ 2 := by
    intro i
    unfold excess
    ring
  simp only [h, Finset.sum_add_distrib, ← Finset.mul_sum, sum_excess he htr,
    Finset.sum_const, Finset.card_univ, nsmul_eq_mul]
  linear_combination (1 / (Fintype.card n : ℝ)) * one_div_mul_cancel hd
```

Expand p_bi² = q_bi² + (2/d) q_bi + 1/d² and sum over i. The middle term vanishes, leaving

Σ_i p_bi² = Σ_i q_bi² + 1/d.

## The exact distance and the bound

```lean
variable [Fintype β]

/-- For a Hermitian matrix of unit trace and `m` mutually unbiased bases, the squared Frobenius
distance to the linear-inversion estimate is `tr ρ² + (m - 1)/d` minus the sum of all squared
outcome probabilities. -/
theorem frobenius_residual (he : IsMUB e) (hρ : ρ.IsHermitian) (htr : ρ.trace = 1) :
    ∑ x, ∑ y, ‖(ρ - linearInversion e ρ) x y‖ ^ 2 =
      (ρ * ρ).trace.re + ((Fintype.card β : ℝ) - 1) / (Fintype.card n : ℝ)
        - ∑ b, ∑ i, prob ρ (e b i) ^ 2 := by
  have hd : (Fintype.card n : ℝ) ≠ 0 := Nat.cast_ne_zero.mpr Fintype.card_ne_zero
  obtain ⟨S, hS⟩ : ∃ S, S = ∑ b, ∑ i, excess e ρ b i • proj (e b i) := ⟨_, rfl⟩
  have hR : linearInversion e ρ = (1 / (Fintype.card n : ℝ)) • (1 : Matrix n n ℂ) + S := by
    rw [hS]; rfl
  -- the residual is Hermitian, so its Frobenius norm is a trace
  have hP : ∀ v : n → ℂ, (proj v)ᴴ = proj v := by
    intro v
    ext i j
    simp [proj, vecMulVec_apply, mul_comm]
  have hSh : Sᴴ = S := by
    simp only [hS, conjTranspose_sum, conjTranspose_smul, star_trivial, hP]
  have hRh : (ρ - linearInversion e ρ)ᴴ = ρ - linearInversion e ρ := by
    rw [hR]
    simp only [conjTranspose_sub, conjTranspose_add, conjTranspose_smul, conjTranspose_one,
      star_trivial, hρ.eq, hSh]
  have hF : ∀ A : Matrix n n ℂ, Aᴴ = A → ∑ x, ∑ y, ‖A x y‖ ^ 2 = hs A A := by
    intro A hA
    change _ = (A * A).trace.re
    simp only [Matrix.trace, Matrix.diag_apply, Matrix.mul_apply, Complex.re_sum]
    refine Finset.sum_congr rfl fun x _ => Finset.sum_congr rfl fun y _ => ?_
    have h : A y x = star (A x y) := by rw [← Matrix.conjTranspose_apply, hA]
    rw [h, ← Complex.normSq_eq_norm_sq, Complex.normSq_apply]
    simp only [Complex.mul_re, Complex.star_def, Complex.conj_re, Complex.conj_im]
    ring
  have hcomm : ∀ A B : Matrix n n ℂ, hs A B = hs B A := fun A B =>
    congrArg Complex.re (Matrix.trace_mul_comm A B)
  have hAS : ∀ A, hs A S = ∑ b, ∑ i, excess e ρ b i * hs A (proj (e b i)) := by
    intro A
    simp only [hS, map_sum, map_smul, smul_eq_mul]
  -- unbiasedness removes the contributions of all other bases
  have hPS : ∀ b i, hs (proj (e b i)) S = excess e ρ b i := by
    intro b i
    rw [hAS, Finset.sum_eq_single b]
    · rw [Finset.sum_eq_single i]
      · rw [hs_proj_proj, he.orthonormal]; simp
      · intro j _ hj
        rw [hs_proj_proj, he.orthonormal]; simp [hj.symm]
      · simp
    · intro c _ hc
      simp only [hs_proj_proj, he.unbiased b c i _ hc.symm]
      rw [← Finset.sum_mul, sum_excess he htr, zero_mul]
    · simp
  have hSS : hs S S = ∑ b, ∑ i, excess e ρ b i ^ 2 := by
    rw [hAS]
    refine Finset.sum_congr rfl fun b _ => Finset.sum_congr rfl fun i _ => ?_
    rw [hcomm, hPS, sq]
  have h1S : hs 1 S = 0 := by
    have h1 : ∀ b i, hs 1 (proj (e b i)) = 1 := by
      intro b i
      rw [hs_proj]
      simp [prob, he.orthonormal]
    simp only [hAS, h1, mul_one, sum_excess he htr, Finset.sum_const_zero]
  have hρS : hs ρ S = ∑ b, ∑ i, excess e ρ b i ^ 2 := by
    rw [hAS]
    refine Finset.sum_congr rfl fun b _ => ?_
    have h : ∀ i, excess e ρ b i * hs ρ (proj (e b i)) =
        excess e ρ b i ^ 2 + 1 / (Fintype.card n : ℝ) * excess e ρ b i := by
      intro i
      rw [hs_proj]
      unfold excess
      ring
    simp only [h, Finset.sum_add_distrib, ← Finset.mul_sum, sum_excess he htr, mul_zero,
      add_zero]
  have hρ1 : hs ρ 1 = 1 := by
    change (ρ * 1).trace.re = 1
    rw [mul_one, htr, Complex.one_re]
  have h11 : hs (1 : Matrix n n ℂ) 1 = (Fintype.card n : ℝ) := by
    change ((1 : Matrix n n ℂ) * 1).trace.re = _
    rw [mul_one, Matrix.trace_one, Complex.natCast_re]
  have hρρ : hs ρ ρ = (ρ * ρ).trace.re := rfl
  have hsq : ∑ b, ∑ i, prob ρ (e b i) ^ 2 = ∑ b, ∑ i, excess e ρ b i ^ 2 +
      (Fintype.card β : ℝ) * (1 / (Fintype.card n : ℝ)) := by
    simp only [sum_prob_sq he htr, Finset.sum_add_distrib, Finset.sum_const,
      Finset.card_univ, nsmul_eq_mul]
  -- expand the square of the residual
  rw [hF _ hRh, hR, hsq]
  simp only [map_sub, map_add, map_smul, LinearMap.sub_apply, LinearMap.add_apply,
    LinearMap.smul_apply, smul_eq_mul]
  rw [hcomm S ρ, hcomm S 1, hcomm 1 ρ, hρ1, h11, h1S, hρS, hSS, hρρ]
  linear_combination (1 / (Fintype.card n : ℝ)) * one_div_mul_cancel hd
```

`Fintype β` makes the number of bases finite. The theorem computes the squared Frobenius norm of ρ − L, the sum of the squared moduli of its entries. Since ρ − L is Hermitian, this norm is (ρ − L, ρ − L), which is `hF`.

The key step is `hPS`:

(P_bi, S) = q_bi + Σ_{c≠b} (1/d) Σ_j q_cj = q_bi.

Within basis b only the term j = i survives, by orthonormality. Every other basis contributes the constant 1/d times a sum that is zero.

Let Q = Σ_b Σ_i q_bi². Then

(S, S) = Σ_b Σ_i q_bi (P_bi, S) = Q,
(1, S) = Σ_b Σ_i q_bi = 0,
(ρ, S) = Σ_b Σ_i q_bi (q_bi + 1/d) = Q.

With (ρ, 1) = 1 and (1, 1) = d, expanding the square gives

‖ρ − L‖² = tr ρ² + 1/d + Q − 2/d − 2Q = tr ρ² − 1/d − Q.

Summing the previous lemma over the bases gives Σ_b Σ_i p_bi² = Q + m/d, so

‖ρ − L‖² = tr ρ² + (m − 1)/d − Σ_b Σ_i p_bi².

In Lean these values are the facts `hSS`, `h1S`, `hρS`, `hρ1`, `h11` and `hsq`. The final `simp only` expands the square, and `linear_combination` collects the terms.

```lean
/-- For `m` mutually unbiased bases of `ℂ^d` and a Hermitian matrix `ρ` of unit trace, in
particular a density matrix, the squared outcome probabilities of all bases sum to at most
`tr ρ² + (m - 1)/d`. -/
theorem sum_prob_sq_le (he : IsMUB e) (hρ : ρ.IsHermitian) (htr : ρ.trace = 1) :
    ∑ b, ∑ i, prob ρ (e b i) ^ 2 ≤
      (ρ * ρ).trace.re + ((Fintype.card β : ℝ) - 1) / (Fintype.card n : ℝ) := by
  have h := frobenius_residual he hρ htr
  have h0 : 0 ≤ ∑ x, ∑ y, ‖(ρ - linearInversion e ρ) x y‖ ^ 2 := by positivity
  linarith
```

A squared norm is non-negative, which is the bound. `positivity` supplies the sign and `linarith` rearranges.

```lean
/-- For a Hermitian matrix of unit trace and mutually unbiased bases, the bound is attained
exactly when linear inversion of the outcome probabilities returns the matrix itself. -/
theorem sum_prob_sq_eq_iff (he : IsMUB e) (hρ : ρ.IsHermitian) (htr : ρ.trace = 1) :
    ∑ b, ∑ i, prob ρ (e b i) ^ 2 =
      (ρ * ρ).trace.re + ((Fintype.card β : ℝ) - 1) / (Fintype.card n : ℝ) ↔
    ρ = linearInversion e ρ := by
  have hf := frobenius_residual he hρ htr
  constructor
  · intro h
    have h0 : ∑ x, ∑ y, ‖(ρ - linearInversion e ρ) x y‖ ^ 2 = 0 := by linarith
    ext x y
    have h1 := (Finset.sum_eq_zero_iff_of_nonneg (fun x _ => by positivity)).mp h0 x
      (Finset.mem_univ x)
    have h2 := (Finset.sum_eq_zero_iff_of_nonneg (fun y _ => by positivity)).mp h1 y
      (Finset.mem_univ y)
    exact sub_eq_zero.mp (norm_eq_zero.mp ((pow_eq_zero_iff two_ne_zero).mp h2))
  · intro h
    rw [← h, sub_self] at hf
    simp only [Matrix.zero_apply, norm_zero, ne_eq, OfNat.ofNat_ne_zero, not_false_eq_true,
      zero_pow, Finset.sum_const_zero] at hf
    linarith
```

Equality means ‖ρ − L‖² = 0. A sum of non-negative terms vanishes only if each term does, so ρ = L entry by entry; the converse is substitution. For a single basis, ρ = L says that ρ is diagonal in that basis.

## An entropic form

```lean
/-- For `m ≥ 1` mutually unbiased bases and a Hermitian matrix of unit trace, the collision
entropies `-log ∑ p²` of the bases sum to at least `m log (m / (tr ρ² + (m - 1)/d))`. -/
theorem sum_collision_entropy_ge [Nonempty β] (he : IsMUB e) (hρ : ρ.IsHermitian)
    (htr : ρ.trace = 1) :
    (Fintype.card β : ℝ) * Real.log ((Fintype.card β : ℝ) /
      ((ρ * ρ).trace.re + ((Fintype.card β : ℝ) - 1) / (Fintype.card n : ℝ))) ≤
    ∑ b, -Real.log (∑ i, prob ρ (e b i) ^ 2) := by
  have hd : (0 : ℝ) < Fintype.card n := Nat.cast_pos.mpr Fintype.card_pos
  have hm : (0 : ℝ) < Fintype.card β := Nat.cast_pos.mpr Fintype.card_pos
  have hmain := sum_prob_sq_le he hρ htr
  have hc : ∀ b, 0 < ∑ i, prob ρ (e b i) ^ 2 := by
    intro b
    rw [sum_prob_sq he htr]
    exact add_pos_of_nonneg_of_pos (Finset.sum_nonneg fun i _ => sq_nonneg _)
      (one_div_pos.mpr hd)
  generalize (ρ * ρ).trace.re + ((Fintype.card β : ℝ) - 1) / (Fintype.card n : ℝ) = C
    at hmain ⊢
  have hC : 0 < C := (Finset.sum_pos (fun b _ => hc b) Finset.univ_nonempty).trans_le hmain
  have hr : 0 < (Fintype.card β : ℝ) / C := div_pos hm hC
  -- the tangent-line bound on the logarithm, summed over the bases
  have hb : ∀ b, Real.log ((Fintype.card β : ℝ) / C) + Real.log (∑ i, prob ρ (e b i) ^ 2) ≤
      (Fintype.card β : ℝ) / C * (∑ i, prob ρ (e b i) ^ 2) - 1 := by
    intro b
    rw [← Real.log_mul hr.ne' (hc b).ne']
    exact Real.log_le_sub_one_of_pos (mul_pos hr (hc b))
  have hsum := Finset.sum_le_sum fun b (_ : b ∈ (Finset.univ : Finset β)) => hb b
  rw [Finset.sum_add_distrib, Finset.sum_sub_distrib, ← Finset.mul_sum] at hsum
  simp only [Finset.sum_const, Finset.card_univ, nsmul_eq_mul, mul_one] at hsum
  have hlast := mul_le_mul_of_nonneg_left hmain hr.le
  rw [div_mul_cancel₀ _ hC.ne'] at hlast
  rw [Finset.sum_neg_distrib]
  linarith
```

Let C = tr ρ² + (m − 1)/d and c_b = Σ_i p_bi², now with m ≥ 1. Each c_b is at least 1/d, so the logarithms have positive arguments. Apply log x ≤ x − 1 to x = m c_b/C and sum over b:

m log(m/C) + Σ_b log c_b ≤ (m/C) Σ_b c_b − m ≤ 0.

The last step is the bound just proved. Rearranged, the collision entropies −log c_b, with natural logarithms, sum to at least m log(m/C).

## Two bases of a four-level system

```lean
/-- The computational basis and a Hadamard basis of `ℂ^4` are mutually unbiased. -/
theorem isMUB_witness : IsMUB (n := Fin 4) (β := Fin 2)
    fun b i x => (((![![![1, 0, 0, 0], ![0, 1, 0, 0], ![0, 0, 1, 0], ![0, 0, 0, 1]],
      ![![1/2, 1/2, 1/2, 1/2], ![1/2, -1/2, 1/2, -1/2],
        ![1/2, 1/2, -1/2, -1/2], ![1/2, -1/2, -1/2, 1/2]]] :
        Fin 2 → Fin 4 → Fin 4 → ℝ) b i x : ℝ) : ℂ) := by
  -- overlaps of real vectors are real dot products
  have key : ∀ u v : Fin 4 → ℝ,
      star (fun x => (u x : ℂ)) ⬝ᵥ (fun x => (v x : ℂ)) = ((u ⬝ᵥ v : ℝ) : ℂ) := by
    intro u v
    simp only [dotProduct, Complex.ofReal_sum, Complex.ofReal_mul]
    exact Finset.sum_congr rfl fun x _ =>
      congrArg (fun z : ℂ => z * (v x : ℂ)) (Complex.conj_ofReal (u x))
  constructor
  · intro b i j
    rw [key]
    fin_cases b <;> fin_cases i <;> fin_cases j <;>
      simp [dotProduct, Fin.sum_univ_four] <;> norm_num
  · intro b c i j
    rw [key]
    fin_cases b <;> fin_cases c <;> fin_cases i <;> fin_cases j <;>
      simp [dotProduct, Fin.sum_univ_four] <;> norm_num

end

end MutuallyUnbiasedPurity
```

The hypotheses are met by a concrete pair with d = 4 and m = 2. The helper `key` reduces brackets of real vectors to real dot products, and `fin_cases` checks every combination of indices.

Take the pure state (1, 1, 0, 0)/√2. Its probabilities are ½, ½, 0, 0 in the computational basis and ½, 0, ½, 0 in the Hadamard basis. The squares sum to ½ + ½ = 1, while the bound is 1 + ¼ = 1.25. The gap is visible in ρ − L, which has four non-zero entries, each of modulus ¼:

‖ρ − L‖² = 4 · (1/16) = ¼.

The entropies sum to 2 log 2 ≈ 1.39, above the lower bound 2 log 1.6 ≈ 0.94.

The theorems concern exact Born probabilities of ideal measurements, whereas an experiment supplies frequencies from finitely many runs of an imperfect apparatus. Applying the bound to data therefore calls for an error analysis that is not given here.

```lean
#print axioms MutuallyUnbiasedPurity.sum_prob_sq_le
-- 'MutuallyUnbiasedPurity.sum_prob_sq_le' depends on axioms: [propext, Classical.choice, Quot.sound]
#print axioms MutuallyUnbiasedPurity.sum_prob_sq_eq_iff
-- 'MutuallyUnbiasedPurity.sum_prob_sq_eq_iff' depends on axioms: [propext, Classical.choice, Quot.sound]
#print axioms MutuallyUnbiasedPurity.sum_collision_entropy_ge
-- 'MutuallyUnbiasedPurity.sum_collision_entropy_ge' depends on axioms: [propext, Classical.choice, Quot.sound]
```
